# Second-order high-temperature expansion of ln Z for finitely many energy levels

## Levels, weights and averages

The energy levels are real numbers $E_i$, where the label $i$ runs over a finite set with $N$ elements. In Lean this set is the type `ι`, the levels are a function `E : ι → ℝ`, and $N$ is `Fintype.card ι`. Different labels may carry the same energy, so a degenerate level is counted with its multiplicity.

```lean
import Mathlib

open Filter
open scoped Topology

namespace HighTemperatureExpansion

noncomputable section

variable {ι : Type*} [Fintype ι]
```

The inverse temperature is $b = 1/(k_B T)$, in units that make $bE_i$ dimensionless. It may be any real number, including a negative one, because a finite sum of exponentials always exists. The partition function is $Z(b) = \sum_i e^{-bE_i}$.

```lean
/-- The partition function of the levels `E` at inverse temperature `b`. -/
def partitionFunction (E : ι → ℝ) (b : ℝ) : ℝ := ∑ i, Real.exp (-(b * E i))
```

Two numbers describe the levels without reference to temperature. The first is the arithmetic mean $m = \frac1N\sum_i E_i$.

```lean
/-- The arithmetic mean of the levels, for at least one level. -/
def levelMean (E : ι → ℝ) : ℝ := (∑ i, E i) / (Fintype.card ι : ℝ)
```

The second is the variance with uniform weights, $v = \frac1N\sum_i (E_i-m)^2$. The divisor is $N$, not $N-1$.

```lean
/-- The variance of the levels with uniform weights, for at least one level. -/
def levelVariance (E : ι → ℝ) : ℝ :=
  (∑ i, (E i - levelMean E) ^ 2) / (Fintype.card ι : ℝ)
```

The thermal mean energy is $U(b) = \frac{1}{Z(b)}\sum_i E_i\,e^{-bE_i}$.

```lean
/-- The mean energy in the Boltzmann distribution, for at least one level. -/
def thermalEnergy (E : ι → ℝ) (b : ℝ) : ℝ :=
  (∑ i, E i * Real.exp (-(b * E i))) / partitionFunction E b
```

The energy fluctuation is the variance about $U(b)$ with Boltzmann weights, $\sigma^2(b) = \frac{1}{Z(b)}\sum_i (E_i-U(b))^2 e^{-bE_i}$.

```lean
/-- The variance of the energy in the Boltzmann distribution, for at least one level. -/
def energyFluctuation (E : ι → ℝ) (b : ℝ) : ℝ :=
  (∑ i, (E i - thermalEnergy E b) ^ 2 * Real.exp (-(b * E i))) / partitionFunction E b
```

The Boltzmann probabilities are $p_i(b) = e^{-bE_i}/Z(b)$.

```lean
/-- The Boltzmann probability of the level `i`, for at least one level. -/
def boltzmannProb (E : ι → ℝ) (b : ℝ) (i : ι) : ℝ :=
  Real.exp (-(b * E i)) / partitionFunction E b
```

The Gibbs entropy, in units of $k_B$, is $S(b) = -\sum_i p_i(b)\ln p_i(b)$.

```lean
/-- The Gibbs entropy of the Boltzmann distribution, in units of Boltzmann's constant, for at least
one level. -/
def gibbsEntropy (E : ι → ℝ) (b : ℝ) : ℝ :=
  -∑ i, boltzmannProb E b i * Real.log (boltzmannProb E b i)
```

## (a) Sign of the partition function

Show that for at least one level, at every real $b$,
$$Z(b) > 0.$$

Every Boltzmann factor is positive, and a sum of positive terms with at least one term is positive. The assumption of at least one level is `[Nonempty ι]`, and `Finset.sum_pos` carries out the argument.

```lean
/-- The partition function of at least one level is positive. -/
theorem partitionFunction_pos [Nonempty ι] (E : ι → ℝ) (b : ℝ) :
    0 < partitionFunction E b :=
  Finset.sum_pos (fun _ _ => Real.exp_pos _) Finset.univ_nonempty
```

## (b) Thermal quantities at infinite temperature

Show that
$$Z(0) = N,\qquad U(0) = m,\qquad \sigma^2(0) = v.$$

At $b=0$ every Boltzmann factor is $e^0 = 1$. The sum $Z(0)$ therefore counts the levels, and $U(0)$ is the plain average $m$. With $U(0)=m$ inserted, $\sigma^2(0)$ becomes the definition of $v$. The Lean proof keeps this order: it settles the mean first, as `hU`, and uses it in the variance. The theorem does not assume a level; for an empty family each of the last two equalities merely compares 0/0 with 0/0, an expression to which Lean gives the value zero.

```lean
/-- At zero inverse temperature the partition function equals the number of levels, and
`thermalEnergy` and `energyFluctuation` equal `levelMean` and `levelVariance`. -/
theorem values_at_zero (E : ι → ℝ) :
    partitionFunction E 0 = (Fintype.card ι : ℝ) ∧ thermalEnergy E 0 = levelMean E ∧
      energyFluctuation E 0 = levelVariance E := by
  have hU : thermalEnergy E 0 = levelMean E := by
    simp [thermalEnergy, levelMean, partitionFunction]
  refine ⟨by simp [partitionFunction], hU, ?_⟩
  simp [energyFluctuation, hU, levelVariance, partitionFunction]
```

## (c) Slope of one Boltzmann factor

For a fixed energy $\varepsilon$, written `e` in Lean, show that
$$\frac{d}{db}\,e^{-b\varepsilon} = -\varepsilon\,e^{-b\varepsilon}.$$

This is the chain rule with inner derivative $-\varepsilon$. The statement `HasDerivAt f f' b` says that $f$ is differentiable at $b$ with derivative $f'$. The proof builds the derivative from the inside out, and `ring` puts it into the form above.

```lean
/-- The derivative of a single Boltzmann factor with respect to inverse temperature. -/
theorem hasDerivAt_boltzmannFactor (e b : ℝ) :
    HasDerivAt (fun x => Real.exp (-(x * e))) (-(e * Real.exp (-(b * e)))) b := by
  have h : HasDerivAt (fun x => Real.exp (-(x * e))) (Real.exp (-(b * e)) * (-(1 * e))) b :=
    (((hasDerivAt_id' b).mul_const e).fun_neg).exp
  exact h.congr_deriv (by ring)
```

## (d) Slope of the partition function

Show that
$$Z'(b) = -\sum_i E_i\,e^{-bE_i}.$$

A finite sum may be differentiated term by term, and each term is given by (c). In Lean the termwise rule is `HasDerivAt.fun_sum`, after which the minus sign is moved in front of the sum.

```lean
/-- The derivative of the partition function is minus the Boltzmann-weighted sum of energies. -/
theorem hasDerivAt_partitionFunction (E : ι → ℝ) (b : ℝ) :
    HasDerivAt (partitionFunction E) (-∑ i, E i * Real.exp (-(b * E i))) b := by
  have h : HasDerivAt (fun x => ∑ i, Real.exp (-(x * E i)))
      (∑ i, -(E i * Real.exp (-(b * E i)))) b :=
    HasDerivAt.fun_sum fun i _ => hasDerivAt_boltzmannFactor (E i) b
  rw [Finset.sum_neg_distrib] at h
  exact h
```

## (e) Mean energy from ln Z

Show that for at least one level
$$\frac{d}{db}\ln Z(b) = -U(b).$$

Since $Z(b)>0$, the logarithm is differentiable there, with derivative $Z'(b)/Z(b)$. By (d) this is $-\frac{1}{Z(b)}\sum_i E_i e^{-bE_i} = -U(b)$. The Lean proof has the same two ingredients, (d) and the positivity from (a).

```lean
/-- The derivative of `ln Z` with respect to inverse temperature is minus the mean energy. -/
theorem hasDerivAt_log_partitionFunction [Nonempty ι] (E : ι → ℝ) (b : ℝ) :
    HasDerivAt (fun x => Real.log (partitionFunction E x)) (-thermalEnergy E b) b :=
  ((hasDerivAt_partitionFunction E b).log (partitionFunction_pos E b).ne').congr_deriv
    (by rw [thermalEnergy, neg_div])
```

## (f) Fluctuations and the slope of the mean energy

Show that for at least one level, at every $b$,
$$U'(b) = -\sigma^2(b).$$

Write $A = \sum_i E_i e^{-bE_i}$ and $B = \sum_i E_i^2 e^{-bE_i}$. Then $U = A/Z$, while (c) and (d) give $A' = -B$ and $Z' = -A$. The quotient rule yields
$$U' = \frac{A'Z - AZ'}{Z^2} = \frac{-BZ + A^2}{Z^2} = -\frac{B}{Z} + U^2.$$
Expanding the square in the fluctuation gives
$$\sigma^2 = \frac{B - 2UA + U^2 Z}{Z} = \frac{B}{Z} - 2U^2 + U^2 = \frac{B}{Z} - U^2,$$
which is $-U'$.

In the code, `hn` is the derivative of $A$, `hexp` expands the square about an arbitrary number `u`, and `hU` is the relation $A = UZ$. After the quotient rule, the two fractions are cross-multiplied and `ring` compares them.

```lean
/-- Fluctuation relation: the derivative of the mean energy with respect to inverse temperature
is minus the thermal variance of the energy. -/
theorem hasDerivAt_thermalEnergy [Nonempty ι] (E : ι → ℝ) (b : ℝ) :
    HasDerivAt (thermalEnergy E) (-energyFluctuation E b) b := by
  have hne := (partitionFunction_pos E b).ne'
  have hn : HasDerivAt (fun x => ∑ i, E i * Real.exp (-(x * E i)))
      (∑ i, E i * -(E i * Real.exp (-(b * E i)))) b :=
    HasDerivAt.fun_sum fun i _ => (hasDerivAt_boltzmannFactor (E i) b).const_mul (E i)
  simp only [mul_neg, Finset.sum_neg_distrib] at hn
  -- expand the square in the variance
  have hexp : ∀ u : ℝ, ∑ i, (E i - u) ^ 2 * Real.exp (-(b * E i)) =
      ∑ i, E i * (E i * Real.exp (-(b * E i))) - 2 * u * ∑ i, E i * Real.exp (-(b * E i))
        + u ^ 2 * ∑ i, Real.exp (-(b * E i)) := by
    intro u
    rw [Finset.mul_sum, Finset.mul_sum, ← Finset.sum_sub_distrib, ← Finset.sum_add_distrib]
    refine Finset.sum_congr rfl fun i _ => ?_
    ring
  have hS : ∑ i, Real.exp (-(b * E i)) = partitionFunction E b := rfl
  have hU : ∑ i, E i * Real.exp (-(b * E i)) = thermalEnergy E b * partitionFunction E b :=
    (div_eq_iff hne).mp rfl
  -- quotient rule
  refine (hn.fun_div (hasDerivAt_partitionFunction E b) hne).congr_deriv ?_
  simp only [energyFluctuation, hexp, hU, hS]
  rw [← neg_div, div_eq_div_iff (pow_ne_zero 2 hne) hne]
  ring
```

## (g) Mean energy near infinite temperature

Show that for at least one level
$$\lim_{b\to0,\;b\neq0}\frac{U(b)-m}{b} = -v.$$

By (b), $m = U(0)$, so the fraction is the difference quotient of $U$ at zero. Its limit is $U'(0) = -\sigma^2(0) = -v$, by (f) and (b).

The limit is a `Tendsto` statement, in which `𝓝[≠] 0` means that $b$ approaches zero from both sides without taking the value zero. The lemma `hasDerivAt_iff_tendsto_slope` turns the derivative into the limit of difference quotients.

```lean
/-- The difference between the mean energy and the level mean, divided by `b`, tends to minus the
level variance as `b` tends to zero through nonzero values. -/
theorem thermalEnergy_highTemperature [Nonempty ι] (E : ι → ℝ) :
    Tendsto (fun b => (thermalEnergy E b - levelMean E) / b) (𝓝[≠] 0)
      (𝓝 (-levelVariance E)) := by
  obtain ⟨-, hU, hV⟩ := values_at_zero E
  have h := hasDerivAt_iff_tendsto_slope.mp (hasDerivAt_thermalEnergy E 0)
  rw [hV] at h
  refine h.congr fun b => ?_
  rw [slope_def_field, hU, sub_zero]
```

## (h) The second-order coefficient of ln Z

Show that for at least one level
$$\lim_{b\to0,\;b\neq0}\frac{\ln Z(b) - \ln N + b\,m}{b^2} = \frac{v}{2}.$$

Let $f(b) = \ln Z(b) - \ln N + bm$ and $g(b) = b^2$. Both are continuous and vanish at zero, since $Z(0)=N$. By (e), $f'(b) = m - U(b)$, and $g'(b) = 2b$ is nonzero for $b\neq0$. L'Hôpital's rule therefore applies, and by (g)
$$\frac{f'(b)}{g'(b)} = \frac{m-U(b)}{2b} = -\frac12\cdot\frac{U(b)-m}{b} \;\longrightarrow\; \frac v2 .$$

Equivalently, $\ln Z(b) = \ln N - bm + \tfrac12 b^2 v + o(b^2)$. The limit gives no bound on the remainder at a particular $b$. For a single level, $\ln Z(b) = -bE_i$ and $m = E_i$, so the numerator is zero throughout, in agreement with $v=0$.

If the levels are the eigenvalues of an $N\times N$ Hamiltonian matrix $H$, for instance that of a finite spin cluster, then $m = \operatorname{Tr}H/N$ and $v = \operatorname{Tr}H^2/N - m^2$, so for such a finite model these coefficients can be computed without diagonalisation.

In the proof, `hf` and `hg` are the two derivatives, `hf0` and `hg0` say that numerator and denominator tend to zero, and `hq` is (g) multiplied by $-\tfrac12$. The rule itself is `HasDerivAt.lhopital_zero_nhdsNE`, and the last two lines supply $2b\neq0$.

```lean
/-- High-temperature expansion: `(ln Z(b) - ln N + b m) / b²` tends to half the level variance
as `b` tends to zero through nonzero values. -/
theorem log_partitionFunction_highTemperature [Nonempty ι] (E : ι → ℝ) :
    Tendsto (fun b => (Real.log (partitionFunction E b) - Real.log (Fintype.card ι : ℝ)
      + b * levelMean E) / b ^ 2) (𝓝[≠] 0) (𝓝 (levelVariance E / 2)) := by
  have hf : ∀ b : ℝ, HasDerivAt (fun x => Real.log (partitionFunction E x)
      - Real.log (Fintype.card ι : ℝ) + x * levelMean E)
      (-thermalEnergy E b + levelMean E) b := fun b =>
    (((hasDerivAt_log_partitionFunction E b).sub_const _).fun_add
      ((hasDerivAt_id' b).mul_const (levelMean E))).congr_deriv (by rw [one_mul])
  have hg : ∀ b : ℝ, HasDerivAt (fun x : ℝ => x ^ 2) (2 * b) b := fun b => by
    simpa using hasDerivAt_pow 2 b
  -- numerator and denominator both vanish at zero
  have hf0 := (hf 0).continuousAt.tendsto.mono_left (nhdsWithin_le_nhds (s := {0}ᶜ))
  simp only [(values_at_zero E).1, sub_self, zero_mul, add_zero] at hf0
  have hg0 := (hg 0).continuousAt.tendsto.mono_left (nhdsWithin_le_nhds (s := {0}ᶜ))
  simp only [ne_eq, OfNat.ofNat_ne_zero, not_false_eq_true, zero_pow] at hg0
  -- the quotient of derivatives is governed by the mean energy
  have hq := (thermalEnergy_highTemperature E).const_mul (-1 / 2 : ℝ)
  rw [show (-1 / 2 : ℝ) * -levelVariance E = levelVariance E / 2 by ring] at hq
  refine HasDerivAt.lhopital_zero_nhdsNE (Eventually.of_forall hf) (Eventually.of_forall hg)
    ?_ hf0 hg0 (hq.congr fun b => by ring)
  filter_upwards [self_mem_nhdsWithin] with b hb
  exact mul_ne_zero two_ne_zero hb
```

## (i) Entropy in terms of ln Z and U

Show that for at least one level
$$S(b) = \ln Z(b) + b\,U(b).$$

From the definition of $p_i$, $\ln p_i = -bE_i - \ln Z$. Hence
$$S = -\sum_i p_i\ln p_i = b\sum_i p_iE_i + \ln Z\sum_i p_i = bU + \ln Z,$$
because the probabilities sum to one.

The Lean proof rewrites each summand with `hp` and takes the constant factors out of the sums. Normalisation enters through `hS` and `hL`: the remaining sum of Boltzmann factors is $Z$, and it cancels the $Z$ in the denominator.

```lean
/-- The Gibbs entropy equals `ln Z + b U`. -/
theorem gibbsEntropy_eq [Nonempty ι] (E : ι → ℝ) (b : ℝ) :
    gibbsEntropy E b = Real.log (partitionFunction E b) + b * thermalEnergy E b := by
  have hne := (partitionFunction_pos E b).ne'
  have hp : ∀ i, boltzmannProb E b i * Real.log (boltzmannProb E b i) =
      -(b / partitionFunction E b) * (E i * Real.exp (-(b * E i)))
        - Real.log (partitionFunction E b) / partitionFunction E b
          * Real.exp (-(b * E i)) := by
    intro i
    rw [boltzmannProb, Real.log_div (Real.exp_ne_zero _) hne, Real.log_exp]
    ring
  have hS : ∑ i, Real.exp (-(b * E i)) = partitionFunction E b := rfl
  have hL : Real.log (partitionFunction E b) / partitionFunction E b * partitionFunction E b
      = Real.log (partitionFunction E b) := ((div_eq_iff hne).mp rfl).symm
  rw [gibbsEntropy, Finset.sum_congr rfl fun i _ => hp i, Finset.sum_sub_distrib,
    ← Finset.mul_sum, ← Finset.mul_sum, hS, hL, thermalEnergy]
  ring
```

## (j) The entropy deficit at high temperature

Show that for at least one level
$$\lim_{b\to0,\;b\neq0}\frac{\ln N - S(b)}{b^2} = \frac v2 .$$

Insert (i), then add and subtract $bm$:
$$\frac{\ln N - S(b)}{b^2} = -\frac{\ln Z(b) - \ln N + bm}{b^2} - \frac{U(b)-m}{b}.$$
By (h) the first term tends to $-v/2$, and by (g) the second tends to $+v$. Their sum is $v/2$.

The proof combines the two limits in the same way. In `hc` the energy term is extended by a factor $b$; the cancellation lemma used there assumes $b\neq0$, and `filter_upwards` provides this condition.

```lean
/-- The difference `ln N - S(b)`, divided by `b²`, tends to half the level variance as `b` tends to
zero through nonzero values. -/
theorem gibbsEntropy_highTemperature [Nonempty ι] (E : ι → ℝ) :
    Tendsto (fun b => (Real.log (Fintype.card ι : ℝ) - gibbsEntropy E b) / b ^ 2) (𝓝[≠] 0)
      (𝓝 (levelVariance E / 2)) := by
  have h := (log_partitionFunction_highTemperature E).neg.sub (thermalEnergy_highTemperature E)
  rw [show -(levelVariance E / 2) - -levelVariance E = levelVariance E / 2 by ring] at h
  refine h.congr' ?_
  filter_upwards [self_mem_nhdsWithin] with b hb
  -- bring the energy term over the common denominator
  have hc : (thermalEnergy E b - levelMean E) / b =
      (b * (thermalEnergy E b - levelMean E)) / b ^ 2 := by
    rw [pow_two, mul_div_mul_left _ _ hb]
  rw [hc, gibbsEntropy_eq]
  ring

end

end HighTemperatureExpansion
```

```lean
#print axioms HighTemperatureExpansion.log_partitionFunction_highTemperature
#print axioms HighTemperatureExpansion.gibbsEntropy_highTemperature
```

```
'HighTemperatureExpansion.log_partitionFunction_highTemperature' depends on axioms: [propext, Classical.choice, Quot.sound]
'HighTemperatureExpansion.gibbsEntropy_highTemperature' depends on axioms: [propext, Classical.choice, Quot.sound]
```

## Temperature as the variable, and infinitely many levels

The expansion could also have been stated in the temperature. With $k_B=1$ and $b=1/T$, the limit in (h) becomes
$$T^2\bigl(\ln Z(1/T) - \ln N\bigr) + T\,m \;\longrightarrow\; \frac v2 \qquad (T\to+\infty).$$
This form is closer to the laboratory variable, but for a given set of levels it covers only positive $b$, whereas the limit in $b$ also covers the approach from negative temperatures.

Finiteness of the set of levels matters. Take the equally spaced ladder $E_n = n$ with $n = 0,1,2,\dots$, a harmonic oscillator with its zero of energy at the ground state. For $b>0$ the geometric series gives $Z(b) = 1/(1-e^{-b})$, which grows without bound as $b\to0^+$. Whatever finite numbers are put in place of $\ln N$ and $m$, the numerator in (h) then diverges, and so does the quotient. For $b\le0$ the sum does not converge at all.
